# In a Hermitian hopping model on a finite tree or forest, the spectrum does not depend on the hopping phases

## Phases on the bonds

An electron hops on a branched molecule or a finite chain in a magnetic field. In a tight-binding model with orthonormal orbitals, one per site, the field can enter through complex phases of the hopping amplitudes. Do these phases move the energy levels? Changing the phase of each site orbital changes the bond phases too, so some of them have no physical content. On a lattice without closed loops, all of them can be removed.

## The gauge statement

Let $H$ be a Hermitian matrix indexed by the sites of a finite graph without cycles, with $H_{ij}=0$ whenever $i\ne j$ are not neighbours. Then there is a diagonal unitary $D$ such that $D^\dagger HD$ has the diagonal of $H$ and off-diagonal entries $-|H_{ij}|$. Consequently, two such matrices with equal diagonals and equal hopping moduli have the same eigenvalues with the same multiplicities.

In Lean, the sites form the type `V`, the bonds are the edges of `G`, and `G.IsAcyclic` excludes cycles. The graph need not be connected, so forests are included. The hypothesis `hloc` confines the hopping to the bonds, a bond may have zero amplitude, and the on-site energies are arbitrary. The matrix $D$ is `diagonal d`, the target is `hoppingNormalForm H`, and the spectrum is expressed by `charpoly`.

For non-interacting electrons on a finite acyclic lattice, with orthonormal orbitals, one per site, and no mixing of spin up and spin down, a tight-binding calculation of the levels can therefore use real hoppings. This concerns phases only: a field that also changes on-site energies or hopping moduli can still shift the levels.

## Site phases from paths

For each bond with $H_{ij}\ne0$, put $u_{ij}=-H_{ij}/|H_{ij}|$; for zero amplitude put $u_{ij}=1$. Then $|u_{ij}|=1$, and since $H_{ji}=\overline{H_{ij}}$,

$$u_{ij}u_{ji}=\frac{H_{ij}\overline{H_{ij}}}{|H_{ij}|^2}=1$$

for nonzero amplitude; for zero amplitude the product is trivially 1.

Choose a root in each connected component. Let $P_i$ be the unique path from $i$ to its root, and let $d_i$ be the product of the factors $u$ along $P_i$, so $|d_i|=1$. For neighbours $i,j$ there are two cases.

- If $P_i$ passes through $j$, uniqueness of paths makes it the bond $ij$ followed by $P_j$. Hence $d_i=u_{ij}d_j$.
- If not, the bond $ji$ followed by $P_i$ is a path, so it is $P_j$. Hence $d_j=u_{ji}d_i$, and multiplying by $u_{ij}$ gives $d_i=u_{ij}d_j$ again.

With $D=\mathrm{diag}(d_i)$, each bond gives

$$(D^\dagger HD)_{ij}=\overline{d_i}H_{ij}d_j=\overline{u_{ij}}\,|d_j|^2H_{ij}=-|H_{ij}|.$$

Diagonal entries are multiplied by $|d_i|^2=1$, and entries between non-neighbours stay zero. Since $D$ is unitary,

$$\det(x-D^\dagger HD)=\det\bigl(D^\dagger(x-H)D\bigr)=\det(x-H).$$

Matrices with equal diagonals and moduli share the same normal form, hence the same characteristic polynomial.

## Two sites, and a ring of three

For two sites with energies $a,b$ and hopping $t$, the levels are

$$\frac{a+b}{2}\pm\sqrt{\Bigl(\frac{a-b}{2}\Bigr)^2+|t|^2},$$

which contain only $|t|$.

A closed loop changes the answer. Take

$$H(\varphi)=\begin{pmatrix}0&e^{i\varphi}&1\\e^{-i\varphi}&0&1\\1&1&0\end{pmatrix},\qquad \det H(\varphi)=e^{i\varphi}+e^{-i\varphi}=2\cos\varphi.$$

All hopping moduli are 1 for every $\varphi$, yet rings with different $\cos\varphi$ have different spectra. At $\varphi=0$ the levels are $2,-1,-1$; at $\varphi=\pi$ they are $-2,1,1$.

## The Lean file

```lean
import Mathlib

open Matrix

namespace TreeHoppingPhases

noncomputable section

variable {V : Type*} [DecidableEq V] {G : SimpleGraph V}

/-- The product of the bond factors `u i j` along a walk on the lattice. -/
def transport (u : V → V → ℂ) {v w : V} (p : G.Walk v w) : ℂ :=
  (p.darts.map fun e => u e.fst e.snd).prod

/-- The phase factor `-z/|z|` of a hopping amplitude `z`, set to `1` when `z = 0`. -/
def bondPhase (z : ℂ) : ℂ := if z = 0 then 1 else -z / (‖z‖ : ℂ)

/-- The matrix with the on-site energies of `H` and the off-diagonal entries `-|H i j|`. -/
def hoppingNormalForm (H : Matrix V V ℂ) : Matrix V V ℂ :=
  Matrix.of fun i j => if i = j then H i i else -(‖H i j‖ : ℂ)

/-- On a lattice without cycles, let the two directions of each bond carry inverse factors.
Then the transports along paths from two neighbours to the same site differ by the factor of
their common bond. -/
theorem transport_step (hG : G.IsAcyclic) {u : V → V → ℂ}
    (hu : ∀ i j, G.Adj i j → u i j * u j i = 1) {i j s t : V} (h : G.Adj i j) (hst : s = t)
    (p : G.Walk i s) (q : G.Walk j t) (hp : p.IsPath) (hq : q.IsPath) :
    transport u p = u i j * transport u q := by
  subst hst
  by_cases hj : j ∈ p.support
  · -- the path from `i` passes through `j`, so it starts with the bond `i j`
    have h0 : (SimpleGraph.Walk.cons h SimpleGraph.Walk.nil).IsPath := by
      simp [SimpleGraph.Walk.cons_isPath_iff, h.ne]
    have h1 : p.takeUntil j hj = SimpleGraph.Walk.cons h SimpleGraph.Walk.nil :=
      congrArg Subtype.val ((hG.subsingleton_path _ _).1 ⟨_, hp.takeUntil hj⟩ ⟨_, h0⟩)
    have h2 : p.dropUntil j hj = q :=
      congrArg Subtype.val ((hG.subsingleton_path _ _).1 ⟨_, hp.dropUntil hj⟩ ⟨_, hq⟩)
    have h3 := p.take_spec hj
    rw [h1, h2] at h3
    rw [← h3]
    simp [transport]
  · -- otherwise the path from `j` starts with the bond `j i`
    have h0 : (SimpleGraph.Walk.cons h.symm p).IsPath :=
      (SimpleGraph.Walk.cons_isPath_iff _ _).2 ⟨hp, hj⟩
    have h2 : SimpleGraph.Walk.cons h.symm p = q :=
      congrArg Subtype.val ((hG.subsingleton_path _ _).1 ⟨_, h0⟩ ⟨_, hq⟩)
    have h3 : transport u q = u j i * transport u p := by
      rw [← h2]
      simp [transport]
    rw [h3]
    linear_combination (-(transport u p)) * hu i j h

/-- On a lattice without cycles, bond phases that are inverse in the two directions of each bond
are ratios of site phases. -/
theorem exists_site_phases (hG : G.IsAcyclic) {u : V → V → ℂ}
    (hn : ∀ i j, G.Adj i j → ‖u i j‖ = 1) (hu : ∀ i j, G.Adj i j → u i j * u j i = 1) :
    ∃ d : V → ℂ, (∀ i, ‖d i‖ = 1) ∧ ∀ i j, G.Adj i j → d i = u i j * d j := by
  -- one root in each connected component, and a path to it from every site
  have hP : ∀ v, ∃ p : G.Walk v (Quot.out (G.connectedComponentMk v)), p.IsPath := by
    intro v
    have hr : G.Reachable v (Quot.out (G.connectedComponentMk v)) :=
      SimpleGraph.ConnectedComponent.exact (Quot.out_eq _).symm
    obtain ⟨p⟩ := hr
    exact ⟨p.bypass, p.bypass_isPath⟩
  choose P hP using hP
  have hnorm : ∀ (v w : V) (p : G.Walk v w), ‖transport u p‖ = 1 := by
    intro v w p
    induction p with
    | nil => simp [transport]
    | @cons a b c h p ih =>
      have h1 : transport u (SimpleGraph.Walk.cons h p) = u a b * transport u p := by
        simp only [transport, SimpleGraph.Walk.darts_cons, List.map_cons, List.prod_cons]
      rw [h1, norm_mul, hn _ _ h, ih, one_mul]
  refine ⟨fun v => transport u (P v), fun v => hnorm _ _ _, fun i j h => ?_⟩
  exact transport_step hG hu h
    (congrArg Quot.out (SimpleGraph.ConnectedComponent.sound h.reachable)) _ _ (hP i) (hP j)

/-- The phase factor of an amplitude `z` has modulus one, its conjugate turns `z` into `-|z|`,
and the phase factors of `z` and of its conjugate are inverse to each other. -/
theorem bondPhase_spec (z : ℂ) : ‖bondPhase z‖ = 1 ∧ star (bondPhase z) * z = -(‖z‖ : ℂ) ∧
    bondPhase z * bondPhase (star z) = 1 := by
  by_cases h : z = 0
  · subst h
    simp [bondPhase]
  have hn : (‖z‖ : ℂ) ≠ 0 := by simpa using h
  have hz : star z * z = (‖z‖ : ℂ) ^ 2 := Complex.conj_mul' z
  have e : bondPhase z = -z / (‖z‖ : ℂ) := if_neg h
  have es : star (bondPhase z) = -star z / (‖z‖ : ℂ) := by
    rw [e]
    simp
  have e' : bondPhase (star z) = -star z / (‖z‖ : ℂ) := by simp [bondPhase, h]
  refine ⟨by simp [e, h], ?_, ?_⟩
  · rw [es, div_mul_eq_mul_div, div_eq_iff hn]
    linear_combination -hz
  · rw [e, e', div_mul_div_comm, div_eq_iff (mul_ne_zero hn hn)]
    linear_combination hz

/-- A Hermitian matrix whose hopping is confined to the bonds of a finite lattice without cycles
is brought by a diagonal unitary to the form with the same diagonal and off-diagonal entries
`-|H i j|`. -/
theorem exists_diagonal_gauge [Fintype V] (hG : G.IsAcyclic) {H : Matrix V V ℂ}
    (hH : H.IsHermitian) (hloc : ∀ i j, i ≠ j → ¬ G.Adj i j → H i j = 0) :
    ∃ d : V → ℂ, diagonal d ∈ unitaryGroup V ℂ ∧
      (diagonal d)ᴴ * H * diagonal d = hoppingNormalForm H := by
  obtain ⟨d, hd, hstep⟩ := exists_site_phases hG (u := fun i j => bondPhase (H i j))
    (fun i j _ => (bondPhase_spec (H i j)).1)
    (fun i j _ => by
      have h := (bondPhase_spec (H i j)).2.2
      rwa [hH.apply j i] at h)
  have hdd : ∀ i, star (d i) * d i = 1 := fun i =>
    (Complex.conj_mul' (d i)).trans (by rw [hd i]; norm_num)
  refine ⟨d, ?_, ?_⟩
  · rw [mem_unitaryGroup_iff, star_eq_conjTranspose, diagonal_conjTranspose,
      diagonal_mul_diagonal, ← diagonal_one]
    congr 1
    funext i
    rw [Pi.star_apply, mul_comm]
    exact hdd i
  · ext i j
    rw [diagonal_conjTranspose, mul_diagonal, diagonal_mul, Pi.star_apply]
    by_cases hij : i = j
    · subst hij
      simp only [hoppingNormalForm, of_apply, if_true]
      linear_combination H i i * hdd i
    · simp only [hoppingNormalForm, of_apply, if_neg hij]
      by_cases h : G.Adj i j
      · -- the site phases absorb the phase of the bond
        have h1 : star (d i) = star (bondPhase (H i j)) * star (d j) := by
          rw [hstep i j h, star_mul, mul_comm]
        rw [h1]
        linear_combination (star (bondPhase (H i j)) * H i j) * hdd j +
          (bondPhase_spec (H i j)).2.1
      · simp [hloc i j hij h]

/-- For a Hermitian matrix with hopping only on the bonds of a finite lattice without cycles,
replacing each off-diagonal entry by `-|H i j|` keeps the characteristic polynomial. -/
theorem charpoly_hoppingNormalForm [Fintype V] (hG : G.IsAcyclic) {H : Matrix V V ℂ}
    (hH : H.IsHermitian) (hloc : ∀ i j, i ≠ j → ¬ G.Adj i j → H i j = 0) :
    (hoppingNormalForm H).charpoly = H.charpoly := by
  obtain ⟨d, hd, h⟩ := exists_diagonal_gauge hG hH hloc
  rw [mem_unitaryGroup_iff, star_eq_conjTranspose] at hd
  rw [← h, Matrix.mul_assoc, charpoly_mul_comm, Matrix.mul_assoc, hd, Matrix.mul_one]

/-- Two Hermitian matrices with equal diagonals and equal hopping moduli, the hopping being
confined to the bonds of a finite lattice without cycles, have the same characteristic
polynomial. -/
theorem charpoly_eq_of_norm_eq [Fintype V] (hG : G.IsAcyclic) {H K : Matrix V V ℂ}
    (hH : H.IsHermitian) (hK : K.IsHermitian)
    (hloc : ∀ i j, i ≠ j → ¬ G.Adj i j → H i j = 0)
    (hdiag : ∀ i, H i i = K i i) (hnorm : ∀ i j, i ≠ j → ‖H i j‖ = ‖K i j‖) :
    H.charpoly = K.charpoly := by
  have hlocK : ∀ i j, i ≠ j → ¬ G.Adj i j → K i j = 0 := by
    intro i j hij h
    rw [← norm_eq_zero, ← hnorm i j hij, hloc i j hij h, norm_zero]
  have hform : hoppingNormalForm H = hoppingNormalForm K := by
    ext i j
    by_cases hij : i = j
    · simp [hoppingNormalForm, hij, hdiag]
    · simp [hoppingNormalForm, hij, hnorm i j hij]
  rw [← charpoly_hoppingNormalForm hG hH hloc, hform, charpoly_hoppingNormalForm hG hK hlocK]

/-- The three-site ring with hopping of modulus one and the phase `φ` on one bond. -/
def fluxRing (φ : ℝ) : Matrix (Fin 3) (Fin 3) ℂ :=
  !![0, Complex.exp (φ * Complex.I), 1; Complex.exp (-(φ * Complex.I)), 0, 1; 1, 1, 0]

/-- The ring matrix is Hermitian, with zero diagonal and all hopping moduli equal to one,
whatever the phase `φ`. -/
theorem fluxRing_hermitian_and_norm (φ : ℝ) : (fluxRing φ).IsHermitian ∧
    ∀ i j, ‖fluxRing φ i j‖ = if i = j then 0 else 1 := by
  constructor
  · refine Matrix.IsHermitian.ext fun i j => ?_
    fin_cases i <;> fin_cases j <;> simp [fluxRing, ← Complex.exp_conj]
  · intro i j
    fin_cases i <;> fin_cases j <;> simp [fluxRing, Complex.norm_exp]

/-- The determinant of the three-site ring is `2 cos φ`. -/
theorem fluxRing_det (φ : ℝ) : (fluxRing φ).det = ((2 * Real.cos φ : ℝ) : ℂ) := by
  rw [det_fin_three]
  simp [fluxRing, Complex.cos]
  ring

/-- Three-site rings whose phases have different cosines have different characteristic
polynomials. -/
theorem fluxRing_charpoly_ne {φ ψ : ℝ} (h : Real.cos φ ≠ Real.cos ψ) :
    (fluxRing φ).charpoly ≠ (fluxRing ψ).charpoly := by
  intro heq
  -- the determinant is read off from the characteristic polynomial
  have hd : (fluxRing φ).det = (fluxRing ψ).det := by
    rw [det_eq_sign_charpoly_coeff (fluxRing φ), det_eq_sign_charpoly_coeff (fluxRing ψ), heq]
  rw [fluxRing_det, fluxRing_det] at hd
  have hr : 2 * Real.cos φ = 2 * Real.cos ψ := Complex.ofReal_injective hd
  exact h (by linarith)

end

end TreeHoppingPhases
```

```lean
#print axioms TreeHoppingPhases.charpoly_eq_of_norm_eq
#print axioms TreeHoppingPhases.fluxRing_hermitian_and_norm
#print axioms TreeHoppingPhases.fluxRing_charpoly_ne
```

```
'TreeHoppingPhases.charpoly_eq_of_norm_eq' depends on axioms: [propext, Classical.choice, Quot.sound]
'TreeHoppingPhases.fluxRing_hermitian_and_norm' depends on axioms: [propext, Classical.choice, Quot.sound]
'TreeHoppingPhases.fluxRing_charpoly_ne' depends on axioms: [propext, Classical.choice, Quot.sound]
```

## From paths to spectra in the proof

`transport` multiplies bond factors along a walk, and `transport_step` contains the two path cases. In the first, `takeUntil` and `dropUntil` split the path at `j`, and uniqueness identifies both parts.

`exists_site_phases` chooses the roots and paths, and shows by induction along a walk that every transport has modulus one. `bondPhase_spec` supplies the algebra of $u_{ij}$.

`exists_diagonal_gauge` then compares matrix entries in three cases: diagonal, bond and non-neighbours. In `charpoly_hoppingNormalForm`, `charpoly_mul_comm` moves a factor around the product so that $DD^\dagger=1$ removes the gauge. `charpoly_eq_of_norm_eq` applies this to two matrices with a common normal form; confinement of the second one's hopping follows from the equal moduli.

For the ring, `fluxRing_det` expands the determinant, and `fluxRing_charpoly_ne` recovers it from the constant coefficient of the characteristic polynomial. Equal polynomials would force equal cosines.
